# Heavy-hole exciton exchange levels for diagonal linear and cubic spin couplings

When an exciton code restricts the hole to its two heavy-hole levels, an 8×8 exchange matrix shrinks to 4×4. For the effective spin Hamiltonian

H = −∑ᵢ (aᵢ Jᵢ Sᵢ + bᵢ Jᵢ³ Sᵢ), i = x, y, z,

with hole spin J = 3/2 and electron spin S = 1/2, the 4×4 matrix splits further into two 2×2 blocks, whose eigenvalues give the fine structure in closed form. The real numbers aᵢ and bᵢ are energies that summarise the electron-hole exchange interaction along each axis. Write

d0 = 3az/2 + 27bz/8, β = 3(bx − by)/8, γ = 3(bx + by)/8.

Label the product states by Fz = Jz + Sz. After compression to Jz = ±3/2, the eigenvectors and energies are

(|+1⟩ + |−1⟩)/√2: d0/2 − β

(|+1⟩ − |−1⟩)/√2: d0/2 + β

(|+2⟩ + |−2⟩)/√2: −d0/2 − γ

(|+2⟩ − |−2⟩)/√2: −d0/2 + γ

The first pair is called bright and the second dark, after the usual dipole selection rule.

## What a fit to four levels can determine

In quantum-dot fine structure, with heavy holes only and couplings diagonal in x, y, z, the formulas give reference values for a numerical diagonalisation. They also limit a fit: ax and ay do not appear, and az and bz enter only through d0, so the four energies cannot determine these couplings separately. The bright splitting is 2|β| and the dark splitting is 2|γ|.

## From spin matrices to two 2×2 blocks

Order the hole basis as Jz = 3/2, 1/2, −1/2, −3/2. Jx and Jy change Jz by one unit, so they have no matrix elements within the heavy-hole pair. Their cubes can connect 3/2 to −3/2 in three steps:

⟨3/2|Jx³|−3/2⟩ = (√3/2)(1)(√3/2) = 3/4

⟨3/2|Jy³|−3/2⟩ = (−i√3/2)(−i)(−i√3/2) = 3i/4

The reverse elements are the complex conjugates, 3/4 and −3i/4. The diagonal elements of Jx³ and Jy³ vanish, since three unit steps cannot return to the start. Jz and Jz³ are diagonal, with entries ±3/2 and ±27/8.

The z terms therefore contribute

−(1/2)(3az/2 + 27bz/8) = −d0/2

when hole and electron spins are parallel (Fz = ±2), and +d0/2 when they are antiparallel (Fz = ±1).

The x and y terms flip both spins at once. The x term contributes −bx(3/4)(1/2) = −3bx/8 to every flip. For the y term, the elements of Sy are −i/2 from Sz = −1/2 to +1/2 and i/2 for the reverse, so

|−2⟩ → |+2⟩: −by(3i/4)(−i/2) = −3by/8

|−1⟩ → |+1⟩: −by(3i/4)(i/2) = +3by/8

The reverse flips have the same real amplitudes. The totals are −γ between the dark states and −β between the bright ones. For a state with amplitudes v, the eigenvalue equations are

μ v(+1) = (d0/2) v(+1) − β v(−1)

μ v(−1) = (d0/2) v(−1) − β v(+1)

μ v(+2) = −(d0/2) v(+2) − γ v(−2)

μ v(−2) = −(d0/2) v(−2) − γ v(+2)

Adding and subtracting within each pair gives

(μ − d0/2 + β)(v(+1) + v(−1)) = 0

(μ − d0/2 − β)(v(+1) − v(−1)) = 0

(μ + d0/2 + γ)(v(+2) + v(−2)) = 0

(μ + d0/2 − γ)(v(+2) − v(−2)) = 0

If μ is none of the four listed energies, every sum and difference vanishes, and so does the state. Conversely, the sums and differences of product states are eigenvectors with those energies.

The flip also decides when a circular state, meaning one with a definite Fz, survives: the compressed H sends |+1⟩ to (d0/2)|+1⟩ − β|−1⟩, so |+1⟩ is an eigenvector exactly when bx = by. The same argument for |+2⟩ gives the neighbouring condition bx = −by.

## The Lean file

```lean
import Mathlib

open Matrix
open scoped Kronecker

namespace HeavyHoleExchange

noncomputable section

/-- The number √3, as a complex number. -/
def root3 : ℂ := ((Real.sqrt 3 : ℝ) : ℂ)

/-- The square of √3 is 3. -/
theorem root3_sq : root3 ^ 2 = 3 := by
  unfold root3
  rw [← Complex.ofReal_pow, Real.sq_sqrt (by norm_num)]
  norm_num

/-- The hole spin matrices Jx, Jy, Jz for J = 3/2, in the basis Jz = 3/2, 1/2, -1/2, -3/2. -/
def J : Fin 3 → Matrix (Fin 4) (Fin 4) ℂ :=
  ![!![0, root3 / 2, 0, 0; root3 / 2, 0, 1, 0; 0, 1, 0, root3 / 2; 0, 0, root3 / 2, 0],
    !![0, -Complex.I * root3 / 2, 0, 0; Complex.I * root3 / 2, 0, -Complex.I, 0;
      0, Complex.I, 0, -Complex.I * root3 / 2; 0, 0, Complex.I * root3 / 2, 0],
    !![3 / 2, 0, 0, 0; 0, 1 / 2, 0, 0; 0, 0, -1 / 2, 0; 0, 0, 0, -3 / 2]]

/-- The electron spin matrices Sx, Sy, Sz for S = 1/2, in the basis Sz = 1/2, -1/2. -/
def S : Fin 3 → Matrix (Fin 2) (Fin 2) ℂ :=
  ![!![0, 1 / 2; 1 / 2, 0], !![0, -Complex.I / 2; Complex.I / 2, 0], !![1 / 2, 0; 0, -1 / 2]]

/-- The electron-hole exchange Hamiltonian -∑ᵢ (aᵢ Jᵢ Sᵢ + bᵢ Jᵢ³ Sᵢ). -/
def H (a b : Fin 3 → ℝ) : Matrix (Fin 4 × Fin 2) (Fin 4 × Fin 2) ℂ :=
  -∑ i, ((a i : ℂ) • (J i ⊗ₖ S i) + (b i : ℂ) • ((J i ^ 3) ⊗ₖ S i))

/-- The total spin projection Fz = Jz + Sz. -/
def Fz : Matrix (Fin 4 × Fin 2) (Fin 4 × Fin 2) ℂ := J 2 ⊗ₖ 1 + 1 ⊗ₖ S 2

/-- The positions of the heavy-hole levels Jz = 3/2 and Jz = -3/2 in the hole basis. -/
def heavy : Fin 2 → Fin 4 := ![0, 3]

/-- Compression of an electron-hole operator to the heavy-hole levels Jz = ±3/2. -/
def compress (A : Matrix (Fin 4 × Fin 2) (Fin 4 × Fin 2) ℂ) :
    Matrix (Fin 2 × Fin 2) (Fin 2 × Fin 2) ℂ :=
  A.submatrix (Prod.map heavy id) (Prod.map heavy id)

/-- The product state of heavy hole i (0 for Jz = 3/2, 1 for Jz = -3/2) and
electron spin s (0 for Sz = 1/2, 1 for Sz = -1/2). -/
def ket (i s : Fin 2) : Fin 2 × Fin 2 → ℂ := Pi.single (i, s) 1

/-- The energy d0 = 3az/2 + 27bz/8. -/
def d0 (a b : Fin 3 → ℝ) : ℝ := 3 * a 2 / 2 + 27 * b 2 / 8

/-- The hole matrices obey the angular momentum commutation relations. -/
theorem J_comm : J 0 * J 1 - J 1 * J 0 = Complex.I • J 2 ∧
    J 1 * J 2 - J 2 * J 1 = Complex.I • J 0 ∧ J 2 * J 0 - J 0 * J 2 = Complex.I • J 1 := by
  have h := root3_sq
  have hI := Complex.I_sq
  refine ⟨?_, ?_, ?_⟩ <;> ext i j <;> fin_cases i <;> fin_cases j <;>
    simp [J] <;> grind

/-- Between heavy-hole levels Jx and Jy vanish, and Jz is diagonal with entries ±3/2. -/
theorem heavy_linear : (J 0).submatrix heavy heavy = 0 ∧ (J 1).submatrix heavy heavy = 0 ∧
    (J 2).submatrix heavy heavy = !![3 / 2, 0; 0, -3 / 2] := by
  refine ⟨?_, ?_, ?_⟩ <;> ext i j <;> fin_cases i <;> fin_cases j <;> simp [J, heavy]

/-- Between heavy-hole levels Jx³ and Jy³ flip the hole with amplitudes of modulus 3/4,
and Jz³ is diagonal with entries ±27/8. -/
theorem heavy_cubic : (J 0 ^ 3).submatrix heavy heavy = !![0, 3 / 4; 3 / 4, 0] ∧
    (J 1 ^ 3).submatrix heavy heavy = !![0, 3 * Complex.I / 4; -3 * Complex.I / 4, 0] ∧
    (J 2 ^ 3).submatrix heavy heavy = !![27 / 8, 0; 0, -27 / 8] := by
  have h := root3_sq
  have hI := Complex.I_sq
  refine ⟨?_, ?_, ?_⟩ <;> ext i j <;> fin_cases i <;> fin_cases j <;>
    simp [J, heavy, pow_succ] <;> grind

/-- Two states with the same four amplitudes are equal. -/
theorem state_ext {v w : Fin 2 × Fin 2 → ℂ} (h : v (0, 0) = w (0, 0) ∧ v (0, 1) = w (0, 1) ∧
    v (1, 0) = w (1, 0) ∧ v (1, 1) = w (1, 1)) : v = w := by
  funext ⟨i, s⟩
  fin_cases i <;> fin_cases s
  exacts [h.1, h.2.1, h.2.2.1, h.2.2.2]

/-- The four product states have Fz = 2, 1, -1 and -2. -/
theorem Fz_ket : compress Fz *ᵥ ket 0 0 = (2 : ℂ) • ket 0 0 ∧
    compress Fz *ᵥ ket 0 1 = (1 : ℂ) • ket 0 1 ∧
    compress Fz *ᵥ ket 1 0 = (-1 : ℂ) • ket 1 0 ∧
    compress Fz *ᵥ ket 1 1 = (-2 : ℂ) • ket 1 1 := by
  refine ⟨?_, ?_, ?_, ?_⟩ <;> refine state_ext ⟨?_, ?_, ?_, ?_⟩ <;>
    simp [compress, Fz, heavy, J, S, ket] <;> norm_num

/-- The compressed exchange acts on any state by a diagonal energy ∓d0/2 and
a simultaneous flip of hole and electron. -/
theorem exchange_action (a b : Fin 3 → ℝ) (v : Fin 2 × Fin 2 → ℂ) :
    (compress (H a b) *ᵥ v) (0, 0) = -(d0 a b / 2) * v (0, 0) - 3 * (b 0 + b 1) / 8 * v (1, 1) ∧
    (compress (H a b) *ᵥ v) (0, 1) = d0 a b / 2 * v (0, 1) - 3 * (b 0 - b 1) / 8 * v (1, 0) ∧
    (compress (H a b) *ᵥ v) (1, 0) = d0 a b / 2 * v (1, 0) - 3 * (b 0 - b 1) / 8 * v (0, 1) ∧
    (compress (H a b) *ᵥ v) (1, 1) =
      -(d0 a b / 2) * v (1, 1) - 3 * (b 0 + b 1) / 8 * v (0, 0) := by
  -- compression acts on the hole factor alone
  have hc : compress (H a b) = -∑ i, ((a i : ℂ) • ((J i).submatrix heavy heavy ⊗ₖ S i) +
      (b i : ℂ) • ((J i ^ 3).submatrix heavy heavy ⊗ₖ S i)) := by
    ext ⟨i, s⟩ ⟨j, t⟩
    simp [compress, H, Matrix.sum_apply]
  obtain ⟨l0, l1, l2⟩ := heavy_linear
  obtain ⟨c0, c1, c2⟩ := heavy_cubic
  have hI := Complex.I_sq
  rw [hc, Fin.sum_univ_three, l0, l1, l2, c0, c1, c2]
  refine ⟨?_, ?_, ?_, ?_⟩ <;>
    simp [Matrix.mulVec, dotProduct, Fintype.sum_prod_type, S, d0] <;> grind

/-- The sum and the difference of the heavy-hole states with Fz = +1 and Fz = -1 are eigenvectors of
the compressed exchange, with energies d0/2 - 3(bx - by)/8 and d0/2 + 3(bx - by)/8. -/
theorem bright_states (a b : Fin 3 → ℝ) :
    compress (H a b) *ᵥ (ket 0 1 + ket 1 0) =
      ((d0 a b / 2 - 3 * (b 0 - b 1) / 8 : ℝ) : ℂ) • (ket 0 1 + ket 1 0) ∧
    compress (H a b) *ᵥ (ket 0 1 - ket 1 0) =
      ((d0 a b / 2 + 3 * (b 0 - b 1) / 8 : ℝ) : ℂ) • (ket 0 1 - ket 1 0) := by
  constructor <;> refine state_ext ⟨(exchange_action a b _).1.trans ?_,
    (exchange_action a b _).2.1.trans ?_, (exchange_action a b _).2.2.1.trans ?_,
    (exchange_action a b _).2.2.2.trans ?_⟩ <;> simp [ket]
  ring

/-- The sum and the difference of the heavy-hole states with Fz = +2 and Fz = -2 are eigenvectors of
the compressed exchange, with energies -d0/2 - 3(bx + by)/8 and -d0/2 + 3(bx + by)/8. -/
theorem dark_states (a b : Fin 3 → ℝ) :
    compress (H a b) *ᵥ (ket 0 0 + ket 1 1) =
      ((-(d0 a b / 2) - 3 * (b 0 + b 1) / 8 : ℝ) : ℂ) • (ket 0 0 + ket 1 1) ∧
    compress (H a b) *ᵥ (ket 0 0 - ket 1 1) =
      ((-(d0 a b / 2) + 3 * (b 0 + b 1) / 8 : ℝ) : ℂ) • (ket 0 0 - ket 1 1) := by
  constructor <;> refine state_ext ⟨(exchange_action a b _).1.trans ?_,
    (exchange_action a b _).2.1.trans ?_, (exchange_action a b _).2.2.1.trans ?_,
    (exchange_action a b _).2.2.2.trans ?_⟩ <;> simp [ket, Pi.single_apply] <;> ring

/-- The eigenvalues of the compressed exchange are exactly d0/2 ∓ 3(bx - by)/8 and
-d0/2 ∓ 3(bx + by)/8. -/
theorem exchange_spectrum (a b : Fin 3 → ℝ) (μ : ℂ) :
    (∃ v, v ≠ 0 ∧ compress (H a b) *ᵥ v = μ • v) ↔
      μ = ((d0 a b / 2 - 3 * (b 0 - b 1) / 8 : ℝ) : ℂ) ∨
      μ = ((d0 a b / 2 + 3 * (b 0 - b 1) / 8 : ℝ) : ℂ) ∨
      μ = ((-(d0 a b / 2) - 3 * (b 0 + b 1) / 8 : ℝ) : ℂ) ∨
      μ = ((-(d0 a b / 2) + 3 * (b 0 + b 1) / 8 : ℝ) : ℂ) := by
  constructor
  · rintro ⟨v, hv, h⟩
    obtain ⟨h1, h2, h3, h4⟩ := exchange_action a b v
    rw [h, Pi.smul_apply, smul_eq_mul] at h1 h2 h3 h4
    by_contra hμ
    simp only [not_or] at hμ
    obtain ⟨n1, n2, n3, n4⟩ := hμ
    have key : ∀ E x : ℂ, μ ≠ E → (μ - E) * x = 0 → x = 0 := fun E x hE hx =>
      (mul_eq_zero.mp hx).resolve_left (sub_ne_zero.mpr hE)
    -- sums and differences of amplitudes decouple, and each must vanish
    have s1 : v (0, 1) + v (1, 0) = 0 := key _ _ n1 (by push_cast; linear_combination h2 + h3)
    have s2 : v (0, 1) - v (1, 0) = 0 := key _ _ n2 (by push_cast; linear_combination h2 - h3)
    have s3 : v (0, 0) + v (1, 1) = 0 := key _ _ n3 (by push_cast; linear_combination h1 + h4)
    have s4 : v (0, 0) - v (1, 1) = 0 := key _ _ n4 (by push_cast; linear_combination h1 - h4)
    have z1 : v (0, 0) = 0 := by linear_combination (s3 + s4) / 2
    have z2 : v (0, 1) = 0 := by linear_combination (s1 + s2) / 2
    have z3 : v (1, 0) = 0 := by linear_combination (s1 - s2) / 2
    have z4 : v (1, 1) = 0 := by linear_combination (s3 - s4) / 2
    exact hv (state_ext ⟨z1, z2, z3, z4⟩)
  · rintro (rfl | rfl | rfl | rfl)
    · exact ⟨_, fun h => by simpa [ket, Pi.single_apply] using congrFun h (0, 1),
        (bright_states a b).1⟩
    · exact ⟨_, fun h => by simpa [ket, Pi.single_apply] using congrFun h (0, 1),
        (bright_states a b).2⟩
    · exact ⟨_, fun h => by simpa [ket, Pi.single_apply] using congrFun h (0, 0),
        (dark_states a b).1⟩
    · exact ⟨_, fun h => by simpa [ket, Pi.single_apply] using congrFun h (0, 0),
        (dark_states a b).2⟩

/-- The Fz = +1 state is itself an eigenvector of the compressed exchange
exactly when bx = by. -/
theorem circular_iff (a b : Fin 3 → ℝ) :
    (∃ E : ℂ, compress (H a b) *ᵥ ket 0 1 = E • ket 0 1) ↔ b 0 = b 1 := by
  constructor
  · rintro ⟨E, hE⟩
    have h3 := (exchange_action a b (ket 0 1)).2.2.1
    have e1 : ket 0 1 (0, 1) = 1 := by simp [ket]
    have e2 : ket 0 1 (1, 0) = 0 := by simp [ket, Pi.single_apply]
    rw [hE, Pi.smul_apply, smul_eq_mul, e1, e2] at h3
    have h : (b 0 : ℂ) = b 1 := by linear_combination (8 / 3) * h3
    exact_mod_cast h
  · intro h
    refine ⟨d0 a b / 2, state_ext ⟨(exchange_action a b _).1.trans ?_,
      (exchange_action a b _).2.1.trans ?_, (exchange_action a b _).2.2.1.trans ?_,
      (exchange_action a b _).2.2.2.trans ?_⟩⟩ <;> simp [ket, Pi.single_apply, h]

end

end HeavyHoleExchange
```

```lean
#print axioms HeavyHoleExchange.heavy_cubic
-- 'HeavyHoleExchange.heavy_cubic' depends on axioms: [propext, Classical.choice, Quot.sound]
#print axioms HeavyHoleExchange.Fz_ket
-- 'HeavyHoleExchange.Fz_ket' depends on axioms: [propext, Classical.choice, Quot.sound]
#print axioms HeavyHoleExchange.exchange_spectrum
-- 'HeavyHoleExchange.exchange_spectrum' depends on axioms: [propext, Classical.choice, Quot.sound]
#print axioms HeavyHoleExchange.circular_iff
-- 'HeavyHoleExchange.circular_iff' depends on axioms: [propext, Classical.choice, Quot.sound]
```

## Reading the Lean objects and the proof

Indices 0, 1, 2 of `a`, `b`, `J` and `S` mean x, y, z. `H` acts on the tensor product of hole and electron, and `compress` keeps the rows and columns with Jz = ±3/2 and both electron spins. The states |+2⟩, |+1⟩, |−1⟩, |−2⟩ are `ket 0 0`, `ket 0 1`, `ket 1 0`, `ket 1 1`; `Fz_ket` confirms these labels. The Lean eigenvectors omit the factor 1/√2.

`J_comm` checks the commutation relations of the hole matrices; the electron matrices are given by their entries. `heavy_linear` and `heavy_cubic` compute the compressed hole operators. In `exchange_action`, the step `hc` moves the compression onto the hole factor, and the remaining algebra yields the diagonal and flip terms.

`bright_states` and `dark_states` insert the sums and differences into that action. In `exchange_spectrum`, the `linear_combination` steps add and subtract the component equations, as above, to exclude any other eigenvalue. `circular_iff` reads off the |−1⟩ component of H|+1⟩.

## Exact for the compressed matrix, silent on light holes

The theorems hold for all real couplings, including those for which levels coincide. `exchange_spectrum` gives the set of eigenvalues, without multiplicities. The couplings are inputs, not derived from a Bethe-Salpeter kernel, and terms such as Jx Sy are absent. The optical selection rule behind "bright" and "dark" is not derived either.

Compression discards the coupling to light holes, which is reasonable when the heavy-light splitting is large compared with the exchange. Without compression the formulas can fail. Take ax = 1 and all other couplings zero: they give four zero energies, but the full H = −Jx Sx has eigenvalues ±3/4 and ±1/4, none of them zero. A code that keeps light holes should start from the full 8×8 exchange matrix and add the heavy-light splitting. If that splitting is diagonal in Jz, the sum still splits into blocks of even and odd Fz.
